# Number spread bounds the anomalous average of a pair-removing operator in finite dimension

A calculation at fixed particle number returns zero for the anomalous average $\langle\psi,B\psi\rangle$ of a pair-removing operator $B$, and one can misread that zero as absence of pairing. There is also a converse question: if a small nonzero value turns up in a state that was supposed to have sharp particle number, how much number spread must the state have at least?

My understanding is that $B$ lowers the particle number $N$ by two, so its average can only see coherence between different particle numbers. It should therefore vanish in number eigenstates and be small when the number spread is small. Can this be made into a rigorous inequality with explicit constants, at least for a finite system, and can the proof be checked by machine?

## The commutator gives a lower bound on the spread

Yes. Let $N$ be self-adjoint on a finite-dimensional complex inner-product space, let $B$ be linear with $[N,B]=-2B$, and write $B^*$ for the adjoint of $B$. Then for every vector $\psi$ and every real $n$,
$$2\,|\langle\psi,B\psi\rangle|\le\|(N-n)\psi\|\,\bigl(\|B\psi\|+\|B^*\psi\|\bigr).$$
The commutation relation says that $B$ removes two particles, as a product of two fermion annihilation operators does.

For such a finite system, exact diagonalisation in a fixed-number sector must give a zero anomalous average, whatever the pairing. The pair correlation $\langle\psi,B^*B\psi\rangle=\|B\psi\|^2$ can still be nonzero in a sector with two or more particles, as it is for the doubly occupied level in the example below. A nonzero value alone doesn't establish pairing, though: two fermions filling one level form a single Slater determinant, with no correlation between them beyond antisymmetry.

### From the commutator to the inequality

Take two vectors $\phi,\psi$ and two real numbers $m,n$. The matrix element of the commutation relation is
$$\langle\phi,NB\psi\rangle-\langle\phi,BN\psi\rangle=-2\langle\phi,B\psi\rangle.$$
Since $N$ is self-adjoint, it can be moved to the left vector in the first term. In the second, $B$ moves to the left as $B^*$:
$$\langle N\phi,B\psi\rangle-\langle B^*\phi,N\psi\rangle=-2\langle\phi,B\psi\rangle.$$
Now write $N\phi=(N-m)\phi+m\phi$ and $N\psi=(N-n)\psi+n\psi$. The two shifts contribute $(m-n)\langle\phi,B\psi\rangle$ to the left side. Collecting terms gives the exact identity
$$(n-m-2)\langle\phi,B\psi\rangle=\langle(N-m)\phi,B\psi\rangle-\langle B^*\phi,(N-n)\psi\rangle.$$
The triangle inequality, followed by Cauchy–Schwarz on each term, yields
$$|n-m-2|\,|\langle\phi,B\psi\rangle|\le\|(N-m)\phi\|\,\|B\psi\|+\|B^*\phi\|\,\|(N-n)\psi\|.$$
For $\phi=\psi$ and $m=n$ the prefactor is $|-2|=2$, which is the stated bound.

If $N\psi=n\psi$, the right side of the bound is zero, so the anomalous average vanishes. If $N\phi=m\phi$ and $N\psi=n\psi$, the right side of the identity is zero, so a nonzero amplitude $\langle\phi,B\psi\rangle$ requires $m=n-2$.

### The mean is the best reference number

Let $\|\psi\|=1$ and $\mu=\operatorname{Re}\langle\psi,N\psi\rangle$. Split the deviation as
$$(N-n)\psi=(\mu-n)\psi+(N-\mu)\psi.$$
The real part of $\langle\psi,(N-\mu)\psi\rangle$ is $\mu-\mu=0$, so the cross term in the squared norm disappears:
$$\|(N-n)\psi\|^2=\|(N-\mu)\psi\|^2+(\mu-n)^2.$$
The right side is smallest at $n=\mu$. With that choice the bound contains the number spread $\|(N-\mu)\psi\|$, which for a unit vector is the usual standard deviation of $N$.

### A single pair level shows the size of both sides

Consider one level that is either empty, with amplitude $u$, or doubly occupied, with amplitude $v$, where $|u|^2+|v|^2=1$. The operators act as
$$N(u,v)=(0,2v),\qquad B(u,v)=(v,0),\qquad B^*(u,v)=(0,u).$$
Hence $\langle\psi,B\psi\rangle=\bar u v$, $\|B\psi\|=|v|$ and $\|B^*\psi\|=|u|$. The mean number is $2|v|^2$, and since $1-|v|^2=|u|^2$,
$$(N-2|v|^2)\psi=(-2|v|^2u,\;2|u|^2v).$$
Its squared norm is $4|u|^2|v|^2(|v|^2+|u|^2)=4|u|^2|v|^2$, so the spread is $2|u||v|$. The bound then reads
$$2|u||v|\le 2|u||v|\,(|u|+|v|).$$
When both amplitudes are nonzero, the ratio of the left side to the right is $1/(|u|+|v|)$. It tends to one as $v\to0$, so the factor 2 in the general bound can't be replaced by a larger constant.

### The Lean file

```lean
import Mathlib

open scoped ComplexConjugate

namespace AnomalousAverage

noncomputable section

variable {E : Type*} [NormedAddCommGroup E] [InnerProductSpace ℂ E]

/-- The number spread of a state: the norm of `(N - ⟨N⟩) ψ`, with `⟨N⟩` the real part of
`⟨ψ, N ψ⟩`. -/
def numberSpread (N : E →ₗ[ℂ] E) (ψ : E) : ℝ :=
  ‖N ψ - (((inner ℂ ψ (N ψ)).re : ℝ) : ℂ) • ψ‖

/-- For a unit state, the squared deviation of `N` from a reference number `n` is the squared
number spread plus the squared distance of `n` from the mean. -/
theorem deviation_sq (N : E →ₗ[ℂ] E) (ψ : E) (hψ : ‖ψ‖ = 1) (n : ℝ) :
    ‖N ψ - (n : ℂ) • ψ‖ ^ 2
      = numberSpread N ψ ^ 2 + ((inner ℂ ψ (N ψ)).re - n) ^ 2 := by
  unfold numberSpread
  set μ : ℝ := (inner ℂ ψ (N ψ)).re with hμ
  have hsplit : N ψ - (n : ℂ) • ψ
      = ((μ - n : ℝ) : ℂ) • ψ + (N ψ - (μ : ℂ) • ψ) := by
    push_cast
    module
  -- the fluctuation has no real overlap with the state itself
  have hself : inner ℂ ψ ψ = (1 : ℂ) := by
    rw [inner_self_eq_norm_sq_to_K, hψ]
    norm_num
  have horth : (inner ℂ (((μ - n : ℝ) : ℂ) • ψ) (N ψ - (μ : ℂ) • ψ)).re = 0 := by
    rw [inner_smul_left, Complex.conj_ofReal, Complex.re_ofReal_mul, inner_sub_right,
      inner_smul_right, hself, mul_one, Complex.sub_re, Complex.ofReal_re, ← hμ,
      sub_self, mul_zero]
  have hnorm : ‖((μ - n : ℝ) : ℂ) • ψ‖ ^ 2 = (μ - n) ^ 2 := by
    rw [norm_smul, hψ, mul_one, Complex.norm_real, Real.norm_eq_abs, sq_abs]
  have hadd := norm_add_sq (𝕜 := ℂ) (((μ - n : ℝ) : ℂ) • ψ) (N ψ - (μ : ℂ) • ψ)
  rw [RCLike.re_eq_complex_re, horth, hnorm] at hadd
  rw [hsplit, hadd]
  ring

variable [FiniteDimensional ℂ E] {N B : E →ₗ[ℂ] E}

/-- The matrix element of a pair-removing operator between two states, expressed through the
deviations of the states from sharp particle numbers `m` and `n`. -/
theorem pair_amplitude_identity (hN : N.IsSymmetric)
    (hB : N ∘ₗ B - B ∘ₗ N = (-2 : ℂ) • B) (φ ψ : E) (m n : ℝ) :
    ((n - m - 2 : ℝ) : ℂ) * inner ℂ φ (B ψ)
      = inner ℂ (N φ - (m : ℂ) • φ) (B ψ)
        - inner ℂ (LinearMap.adjoint B φ) (N ψ - (n : ℂ) • ψ) := by
  have h := LinearMap.congr_fun hB ψ
  simp only [LinearMap.sub_apply, LinearMap.comp_apply, LinearMap.smul_apply] at h
  have h2 := congrArg (fun x => inner ℂ φ x) h
  simp only [inner_sub_right, inner_smul_right] at h2
  rw [LinearMap.adjoint_inner_left, map_sub, map_smul, inner_sub_left, inner_smul_left,
    inner_sub_right, inner_smul_right, hN φ (B ψ), Complex.conj_ofReal]
  push_cast
  linear_combination (-1 : ℂ) * h2

/-- The modulus of the pair amplitude `⟨φ, B ψ⟩`, times `|n - m - 2|`, is at most the deviation of
`φ` from `m` times the norm of `B ψ`, plus the deviation of `ψ` from `n` times the norm of the
adjoint of `B` applied to `φ`. -/
theorem pair_amplitude_le (hN : N.IsSymmetric)
    (hB : N ∘ₗ B - B ∘ₗ N = (-2 : ℂ) • B) (φ ψ : E) (m n : ℝ) :
    |n - m - 2| * ‖inner ℂ φ (B ψ)‖
      ≤ ‖N φ - (m : ℂ) • φ‖ * ‖B ψ‖
        + ‖LinearMap.adjoint B φ‖ * ‖N ψ - (n : ℂ) • ψ‖ := by
  have h := congrArg norm (pair_amplitude_identity hN hB φ ψ m n)
  rw [norm_mul, Complex.norm_real, Real.norm_eq_abs] at h
  rw [h]
  exact (norm_sub_le _ _).trans
    (add_le_add (norm_inner_le_norm _ _) (norm_inner_le_norm _ _))

/-- Twice the modulus of the anomalous average of a pair-removing operator is at most the deviation
of `ψ` from any real reference number `n`, times the sum of the norms of `B` and its adjoint applied
to `ψ`. -/
theorem anomalous_average_le (hN : N.IsSymmetric)
    (hB : N ∘ₗ B - B ∘ₗ N = (-2 : ℂ) • B) (ψ : E) (n : ℝ) :
    2 * ‖inner ℂ ψ (B ψ)‖
      ≤ ‖N ψ - (n : ℂ) • ψ‖ * (‖B ψ‖ + ‖LinearMap.adjoint B ψ‖) := by
  have h := pair_amplitude_le hN hB ψ ψ n n
  have h2 : |n - n - 2| = 2 := by norm_num
  rw [h2] at h
  linarith

/-- Twice the modulus of the anomalous average is at most `numberSpread N ψ` times the sum of the
norms of `B` and its adjoint applied to `ψ`. -/
theorem anomalous_average_le_spread (hN : N.IsSymmetric)
    (hB : N ∘ₗ B - B ∘ₗ N = (-2 : ℂ) • B) (ψ : E) :
    2 * ‖inner ℂ ψ (B ψ)‖
      ≤ numberSpread N ψ * (‖B ψ‖ + ‖LinearMap.adjoint B ψ‖) :=
  anomalous_average_le hN hB ψ _

/-- The anomalous average vanishes in every eigenstate of the particle number. -/
theorem anomalous_average_eq_zero (hN : N.IsSymmetric)
    (hB : N ∘ₗ B - B ∘ₗ N = (-2 : ℂ) • B) (ψ : E) (n : ℝ) (hψ : N ψ = (n : ℂ) • ψ) :
    inner ℂ ψ (B ψ) = 0 := by
  have h := anomalous_average_le hN hB ψ n
  rw [hψ, sub_self, norm_zero, zero_mul] at h
  exact norm_eq_zero.mp (le_antisymm (by linarith) (norm_nonneg _))

/-- Selection rule: a nonzero pair amplitude `⟨φ, B ψ⟩` between number eigenstates requires that the
particle number of `φ` is that of `ψ` minus two. -/
theorem pair_selection_rule (hN : N.IsSymmetric)
    (hB : N ∘ₗ B - B ∘ₗ N = (-2 : ℂ) • B) (φ ψ : E) (m n : ℝ)
    (hφ : N φ = (m : ℂ) • φ) (hψ : N ψ = (n : ℂ) • ψ) (h0 : inner ℂ φ (B ψ) ≠ 0) :
    m = n - 2 := by
  have h := pair_amplitude_identity hN hB φ ψ m n
  rw [hφ, hψ, sub_self, sub_self, inner_zero_left, inner_zero_right, sub_zero] at h
  have h1 : n - m - 2 = 0 := Complex.ofReal_eq_zero.mp ((mul_eq_zero.mp h).resolve_right h0)
  linarith

/-- States of one pair level: amplitudes for the empty and the doubly occupied level. -/
abbrev PairLevel := EuclideanSpace ℂ (Fin 2)

/-- Particle number of the pair level: zero when empty, two when occupied. -/
def pairNumber : PairLevel →ₗ[ℂ] PairLevel where
  toFun x := !₂[0, 2 * x 1]
  map_add' x y := by ext i; fin_cases i <;> simp [mul_add]
  map_smul' c x := by ext i; fin_cases i <;> simp [mul_left_comm]

/-- Removal of the pair from the level. -/
def pairLower : PairLevel →ₗ[ℂ] PairLevel where
  toFun x := !₂[x 1, 0]
  map_add' x y := by ext i; fin_cases i <;> simp
  map_smul' c x := by ext i; fin_cases i <;> simp

/-- Creation of the pair in the level. -/
def pairRaise : PairLevel →ₗ[ℂ] PairLevel where
  toFun x := !₂[0, x 0]
  map_add' x y := by ext i; fin_cases i <;> simp
  map_smul' c x := by ext i; fin_cases i <;> simp

/-- On the pair level the number operator is self-adjoint, pair removal lowers it by two, and
pair creation is the adjoint of pair removal. -/
theorem pairLevel_witness :
    pairNumber.IsSymmetric ∧
    pairNumber ∘ₗ pairLower - pairLower ∘ₗ pairNumber = (-2 : ℂ) • pairLower ∧
    pairRaise = LinearMap.adjoint pairLower := by
  refine ⟨?_, ?_, ?_⟩
  · intro x y
    simp [pairNumber, PiLp.inner_apply, Fin.sum_univ_two]
    have h2 : (starRingEnd ℂ) 2 = 2 := map_ofNat (starRingEnd ℂ) 2
    linear_combination (y.ofLp 1 * (starRingEnd ℂ) (x.ofLp 1)) * h2
  · ext x i
    fin_cases i <;> simp [pairNumber, pairLower]
  · rw [LinearMap.eq_adjoint_iff]
    intro x y
    simp [pairRaise, pairLower, PiLp.inner_apply, Fin.sum_univ_two]

/-- The norm of a pair-level state in terms of its two amplitudes. -/
theorem norm_pairLevel (a b : ℂ) :
    ‖(!₂[a, b] : PairLevel)‖ = √(‖a‖ ^ 2 + ‖b‖ ^ 2) := by
  simp [EuclideanSpace.norm_eq, Fin.sum_univ_two]

/-- For the normalised superposition with amplitudes `u` (empty) and `v` (occupied): the
anomalous average, the number spread, and the norms after removing and creating a pair. -/
theorem pairLevel_values (u v : ℂ) (h : ‖u‖ ^ 2 + ‖v‖ ^ 2 = 1) :
    inner ℂ (!₂[u, v] : PairLevel) (pairLower !₂[u, v]) = conj u * v ∧
    numberSpread pairNumber !₂[u, v] = 2 * ‖u‖ * ‖v‖ ∧
    ‖pairLower !₂[u, v]‖ = ‖v‖ ∧
    ‖LinearMap.adjoint pairLower !₂[u, v]‖ = ‖u‖ := by
  refine ⟨?_, ?_, ?_, ?_⟩
  · simp [pairLower, PiLp.inner_apply, Fin.sum_univ_two, mul_comm]
  · have hc : (‖u‖ : ℂ) ^ 2 + (‖v‖ : ℂ) ^ 2 = 1 := by exact_mod_cast h
    -- the mean particle number is twice the occupation probability
    have hin : inner ℂ (!₂[u, v] : PairLevel) (pairNumber !₂[u, v])
        = ((2 * ‖v‖ ^ 2 : ℝ) : ℂ) := by
      simp [pairNumber, PiLp.inner_apply, Fin.sum_univ_two]
      linear_combination 2 * Complex.mul_conj' v
    have hvec : pairNumber !₂[u, v] - ((2 * ‖v‖ ^ 2 : ℝ) : ℂ) • (!₂[u, v] : PairLevel)
        = !₂[-(2 * (‖v‖ : ℂ) ^ 2 * u), 2 * (‖u‖ : ℂ) ^ 2 * v] := by
      ext i
      fin_cases i
      · simp [pairNumber]
      · simp [pairNumber]
        linear_combination (-2 * v) * hc
    have h1 : ‖-(2 * (‖v‖ : ℂ) ^ 2 * u)‖ = 2 * ‖v‖ ^ 2 * ‖u‖ := by simp
    have h2 : ‖2 * (‖u‖ : ℂ) ^ 2 * v‖ = 2 * ‖u‖ ^ 2 * ‖v‖ := by simp
    have h3 : (2 * ‖v‖ ^ 2 * ‖u‖) ^ 2 + (2 * ‖u‖ ^ 2 * ‖v‖) ^ 2
        = (2 * ‖u‖ * ‖v‖) ^ 2 := by
      linear_combination (4 * ‖u‖ ^ 2 * ‖v‖ ^ 2) * h
    rw [numberSpread, hin, Complex.ofReal_re, hvec, norm_pairLevel, h1, h2, h3]
    exact Real.sqrt_sq (by positivity)
  · change ‖(!₂[v, 0] : PairLevel)‖ = ‖v‖
    rw [norm_pairLevel]
    simp
  · rw [← pairLevel_witness.2.2]
    change ‖(!₂[0, u] : PairLevel)‖ = ‖u‖
    rw [norm_pairLevel]
    simp

end

end AnomalousAverage
```

```lean
#print axioms AnomalousAverage.anomalous_average_le_spread
#print axioms AnomalousAverage.anomalous_average_eq_zero
#print axioms AnomalousAverage.pair_selection_rule
#print axioms AnomalousAverage.pairLevel_values
```

```
'AnomalousAverage.anomalous_average_le_spread' depends on axioms: [propext, Classical.choice, Quot.sound]
'AnomalousAverage.anomalous_average_eq_zero' depends on axioms: [propext, Classical.choice, Quot.sound]
'AnomalousAverage.pair_selection_rule' depends on axioms: [propext, Classical.choice, Quot.sound]
'AnomalousAverage.pairLevel_values' depends on axioms: [propext, Classical.choice, Quot.sound]
```

### How the Lean statements describe the physics

The state space is `E`, a complex inner-product space that is finite-dimensional from `pair_amplitude_identity` onwards. The operators `N` and `B` are linear maps from `E` to itself. The hypothesis `hN : N.IsSymmetric` says $\langle Nx,y\rangle=\langle x,Ny\rangle$ for all $x,y$, which is self-adjointness in finite dimension. The hypothesis `hB` is $[N,B]=-2B$, with operator products written as compositions `∘ₗ`. The adjoint $B^*$ is `LinearMap.adjoint B`.

The inner product `inner ℂ φ ψ` is conjugate-linear in its first argument, as in Dirac notation. The norm of this complex number is its modulus, so `‖inner ℂ ψ (B ψ)‖` is $|\langle\psi,B\psi\rangle|$.

The main theorem, `anomalous_average_le`, holds for any `ψ`, normalised or not, and any real `n`. The version with the spread, `anomalous_average_le_spread`, also allows any `ψ`, but `numberSpread` is the standard deviation only for a unit vector. Its definition uses the real part of `inner ℂ ψ (N ψ)`, and for self-adjoint `N` this inner product is already real.

The vanishing average is `anomalous_average_eq_zero`, and the condition $m=n-2$ is `pair_selection_rule`. The theorem `deviation_sq` assumes `‖ψ‖ = 1` but needs neither self-adjointness nor finite dimension.

The general theorems use no Fock space, no Hamiltonian and no integer spectrum of `N`. They cover a finite set of fermionic orbitals once $N$ and $B$ are supplied there. They don't cover bosonic modes with unbounded number operators or the thermodynamic limit. They also say nothing about whether a particular material or model is superconducting.

The concrete system `PairLevel` is $\mathbb C^2$, and `!₂[u, v]` is the vector with component 0 equal to $u$ (empty) and component 1 equal to $v$ (occupied). Its operators are `pairNumber`, `pairLower` and `pairRaise`.

### How the Lean proof follows the derivation

In `pair_amplitude_identity`, the commutation relation is applied to `ψ` with `LinearMap.congr_fun`, and the inner product with `φ` is then taken. This gives `h2`, the matrix element that starts the derivation. Lean next expands the right side of the desired identity: `LinearMap.adjoint_inner_left` turns $\langle B^*\phi,\cdot\rangle$ back into $\langle\phi,B\,\cdot\rangle$, and `hN φ (B ψ)` moves $N$ across the inner product. The final `linear_combination` collects the terms using `h2`.

The two-state bound `pair_amplitude_le` takes norms of that identity. Here `norm_sub_le` is the triangle inequality, and the two uses of `norm_inner_le_norm` are Cauchy–Schwarz. The main theorem sets both vectors to `ψ` and both numbers to `n`, then evaluates the prefactor. For the spread version, Lean only has to take the mean as the reference number.

The two statements about eigenstates substitute the eigenvalue equations, which turns the deviations into zero vectors. The selection rule then has a product equal to zero with a nonzero amplitude as one factor, so $n-m-2=0$.

In `deviation_sq`, `hsplit` is the splitting around the mean, `horth` shows that the real cross term vanishes, and `norm_add_sq` expands the squared norm.

For the pair level, `pairLevel_witness` checks self-adjointness, the commutation relation, and that `pairRaise` is the adjoint of `pairLower`. The helper `norm_pairLevel` expresses a norm through the two amplitudes. In `pairLevel_values`, `hin` is the mean number, `hvec` is the deviation vector computed above, and `h3` simplifies its squared norm using normalisation. The last part replaces the adjoint by `pairRaise` to obtain $\|B^*\psi\|=|u|$.

### A non-self-adjoint $N$ breaks the rule

Keep the commutation relation but drop self-adjointness, and take on $\mathbb C^2$
$$N=\begin{pmatrix}0&2\\0&2\end{pmatrix},\qquad B=\begin{pmatrix}0&1\\0&0\end{pmatrix}.$$
Then $NB=0$ and $BN=2B$, so $[N,B]=-2B$ still holds. The unit vector $\psi=(1,1)/\sqrt2$ satisfies $N\psi=2\psi$, yet $B\psi=(1,0)/\sqrt2$ and
$$\langle\psi,B\psi\rangle=\tfrac12.$$
With $n=2$ the right side of the bound is zero while the left side is one. The eigenvectors of this $N$ for the eigenvalues 0 and 2 are not orthogonal, so removing a pair leaves a state that still overlaps with the original one. This example and the limit $v\to0$ were worked out separately from the Lean file.
